# The double occupancy of a single-orbital site is half its electron number minus two thirds of its spin squared

## Does the Hubbard term single out a spin axis?

Put one electron, with spin up, on a site that has a single orbital. The numbers of up and down electrons are $n_\uparrow=1$ and $n_\downarrow=0$, so the double occupancy $n_\uparrow n_\downarrow$ is $0$. The total spin squared, in units with $\hbar=1$, is $S^2=\tfrac12\cdot\tfrac32=\tfrac34$, and indeed $\tfrac12\cdot 1-\tfrac23\cdot\tfrac34=0$. A second electron with spin down makes the double occupancy $1$ and the total spin zero, and $\tfrac12\cdot 2-0=1$. This suggests the operator identity

$$n_\uparrow n_\downarrow=\tfrac12(n_\uparrow+n_\downarrow)-\tfrac23 S^2 .$$

The left side is written with a chosen $z$ axis, while the right side looks independent of that choice. I would like to see the identity derived from the anticommutation relations alone, so that it also applies to a site inside a larger system. I would also like a proof that the Hubbard term really is unchanged when the spin axis is rotated, and I want both in a form that Lean can check.

## It does not, and the on-site pair shows why

Let $u$ and $d$ annihilate an up and a down electron on the site, and let $\dagger$ denote the adjoint. The canonical relations are

$$u^2=d^2=0,\quad ud+du=0,\quad uu^\dagger+u^\dagger u=1,\quad dd^\dagger+d^\dagger d=1,\quad ud^\dagger+d^\dagger u=0 .$$

Adjoints of these give $du^\dagger+u^\dagger d=0$ and $d^\dagger u^\dagger+u^\dagger d^\dagger=0$. Define

$$n_\uparrow=u^\dagger u,\quad n_\downarrow=d^\dagger d,\quad S^+=u^\dagger d,\quad S^-=d^\dagger u,\quad S_z=\tfrac12(n_\uparrow-n_\downarrow),$$

$$S^2=S_z^2+\tfrac12(S^+S^-+S^-S^+).$$

**Number operators.** Each is idempotent. For the up mode,

$$n_\uparrow^2=u^\dagger(uu^\dagger)u=u^\dagger(1-u^\dagger u)u=u^\dagger u-u^\dagger u^\dagger uu=n_\uparrow ,$$

and the down mode works the same way. For the product, move $u$ to the right past $d^\dagger$ and then past $d$:

$$n_\uparrow n_\downarrow=u^\dagger u d^\dagger d=-u^\dagger d^\dagger u d=u^\dagger d^\dagger du=(du)^\dagger(du).$$

In the other order, $n_\downarrow n_\uparrow=d^\dagger d u^\dagger u=-d^\dagger u^\dagger du=u^\dagger d^\dagger du$. The two number operators therefore commute.

**Spin flips.** Replacing the inner $dd^\dagger$ by $1-d^\dagger d$ gives

$$S^+S^-=u^\dagger dd^\dagger u=u^\dagger u-u^\dagger d^\dagger du=n_\uparrow(1-n_\downarrow).$$

Likewise,

$$S^-S^+=d^\dagger uu^\dagger d=d^\dagger d-d^\dagger u^\dagger ud=n_\downarrow(1-n_\uparrow),$$

because $d^\dagger u^\dagger ud=u^\dagger d^\dagger du$ after two sign changes.

**Spin squared.** Idempotence and commutation give

$$S_z^2=\tfrac14(n_\uparrow-n_\downarrow)^2=\tfrac14(n_\uparrow+n_\downarrow-2n_\uparrow n_\downarrow),$$

$$\tfrac12(S^+S^-+S^-S^+)=\tfrac12(n_\uparrow+n_\downarrow-2n_\uparrow n_\downarrow).$$

The longitudinal and transverse parts contain the same operator, so

$$S^2=\tfrac34(n_\uparrow+n_\downarrow-2n_\uparrow n_\downarrow).$$

Solving for $n_\uparrow n_\downarrow$ gives the identity.

**Rotation.** Take coefficients with $a^*a+b^*b=1$ and set

$$\tilde u=au+bd,\qquad \tilde d=a^*d-b^*u .$$

These modes are again canonical. The products with two annihilators vanish:

$$\tilde u^2=a^2u^2+ab(ud+du)+b^2d^2=0,$$

$$\tilde d^2=a^{*2}d^2-a^*b^*(ud+du)+b^{*2}u^2=0,$$

$$\tilde u\tilde d+\tilde d\tilde u=(aa^*-bb^*)(ud+du)-2ab^*u^2+2ba^*d^2=0 .$$

With $\{x,y\}=xy+yx$, the mixed relations are

$$\{\tilde u,\tilde u^\dagger\}=aa^*\{u,u^\dagger\}+ab^*\{u,d^\dagger\}+ba^*\{d,u^\dagger\}+bb^*\{d,d^\dagger\}=1,$$

$$\{\tilde d,\tilde d^\dagger\}=aa^*\{d,d^\dagger\}-a^*b\{d,u^\dagger\}-b^*a\{u,d^\dagger\}+bb^*\{u,u^\dagger\}=1,$$

$$\{\tilde u,\tilde d^\dagger\}=a^2\{u,d^\dagger\}-ab\{u,u^\dagger\}+ab\{d,d^\dagger\}-b^2\{d,u^\dagger\}=-ab+ab=0 .$$

The pair annihilator does not change at all:

$$\tilde d\tilde u=a^*a\,du+a^*b\,d^2-b^*a\,u^2-b^*b\,ud=(a^*a+b^*b)\,du=du .$$

The factor in front is the determinant of the rotation. Since the double occupancy is $(du)^\dagger(du)$ for any canonical pair of modes, it is the same for the rotated modes. The total number is also unchanged, because the cross terms cancel in

$$\tilde u^\dagger\tilde u+\tilde d^\dagger\tilde d=(a^*a+b^*b)(n_\uparrow+n_\downarrow)=n_\uparrow+n_\downarrow .$$

The formula for $S^2$ then shows that $S^2$ is invariant too.

## What the Lean statements say about the site

The operators are elements of a ring `A` with an adjoint `star`. No Hilbert space or dimension is fixed. `IsSite u d` assumes the six canonical relations listed above; they define what is meant by fermions here. Where the fractions $\tfrac12$ and $\tfrac23$ occur, `[Algebra ℚ A]` allows multiplication by rational numbers.

The definitions `num`, `Splus`, `Sminus`, `Sz` and `Ssq` are the formulas given above, with $\hbar=1$. The theorem `hubbard_eq_spin` states the identity for every pair satisfying `IsSite`.

The rotation coefficients lie in a commutative ring `K` with its own conjugation, also written `star`. It acts on `A` compatibly with the adjoint, which is the role of `StarModule K A`. For `K = ℂ`, the condition `star a * a + star b * b = 1` describes exactly the SU(2) matrices

$$\begin{pmatrix}a&b\\-b^*&a^*\end{pmatrix}$$

acting on the column of annihilators $(u,d)$. The theorem `rotation_invariance` says that the double occupancy and $S^2$ built from `rotUp a b u d` and `rotDown a b u d` equal those built from `u` and `d`. The rotation is expressed as a mixing of modes, and no unitary operator on states is constructed.

The statements concern one site and contain neither hopping nor a Hamiltonian. In a Hubbard model with one orbital per site, whose only interaction is an on-site repulsion of one common strength $U>0$, summing the identity over sites shows that, at fixed electron number, the interaction energy falls as the sum of the local expectation values of $S^2$ grows.

```lean
import Mathlib

namespace HubbardSpinIdentity

variable {A : Type*} [Ring A] [StarRing A]

/-- The canonical anticommutation relations of the annihilators `u` (spin up) and `d` (spin down)
on one site; `star` is the adjoint. -/
structure IsSite (u d : A) : Prop where
  uu : u * u = 0
  dd : d * d = 0
  ud : u * d + d * u = 0
  u_star : u * star u + star u * u = 1
  d_star : d * star d + star d * d = 1
  ud_star : u * star d + star d * u = 0

/-- The number operator of the mode with annihilator `c`. -/
def num (c : A) : A := star c * c

/-- The spin-raising operator, which turns a down electron into an up electron. -/
def Splus (u d : A) : A := star u * d

/-- The spin-lowering operator, which turns an up electron into a down electron. -/
def Sminus (u d : A) : A := star d * u

/-- The spin component along z, half the difference of the up and down numbers. -/
def Sz [Algebra ℚ A] (u d : A) : A := (1 / 2 : ℚ) • (num u - num d)

/-- The total spin squared, built from `Sz` and the raising and lowering operators. -/
def Ssq [Algebra ℚ A] (u d : A) : A :=
  Sz u d * Sz u d + (1 / 2 : ℚ) • (Splus u d * Sminus u d + Sminus u d * Splus u d)

/-- For canonical fermions on one site, the down annihilator anticommutes with the up creator. -/
theorem IsSite.du_star {u d : A} (h : IsSite u d) : d * star u + star u * d = 0 := by
  have := congrArg star h.ud_star
  simpa only [star_add, star_mul, star_star, star_zero] using this

/-- The number operator of a fermionic mode is idempotent. -/
theorem num_idem {c : A} (h0 : c * c = 0) (h1 : c * star c + star c * c = 1) :
    num c * num c = num c := by
  unfold num
  linear_combination (norm := noncomm_ring) star c * h1 * c - star c * star c * h0

/-- On a site with canonical fermions, the product of the up and down numbers is the pair
annihilator `d * u` multiplied from the left by its adjoint. -/
theorem double_eq_pair {u d : A} (h : IsSite u d) :
    num u * num d = star (d * u) * (d * u) := by
  rw [star_mul]
  unfold num
  linear_combination (norm := noncomm_ring) star u * h.ud_star * d - star u * star d * h.ud

/-- For canonical fermions, lowering and then raising the spin gives the projector on a site with
an up electron and no down electron; in the opposite order up and down are exchanged. -/
theorem spin_flips {u d : A} (h : IsSite u d) :
    Splus u d * Sminus u d = num u * (1 - num d) ∧
      Sminus u d * Splus u d = num d * (1 - num u) := by
  unfold Splus Sminus num
  constructor
  · linear_combination (norm := noncomm_ring)
      star u * h.d_star * u + star u * h.ud_star * d - star u * star d * h.ud
  · linear_combination (norm := noncomm_ring)
      star d * h.u_star * d - star d * star u * h.ud + star d * h.du_star * u

/-- For canonical fermions on one site, the total spin squared is three quarters of the number of
electrons minus twice the double occupancy. -/
theorem spin_sq [Algebra ℚ A] {u d : A} (h : IsSite u d) :
    Ssq u d = (3 / 4 : ℚ) • (num u + num d - (2 : ℚ) • (num u * num d)) := by
  have hu := num_idem h.uu h.u_star
  have hd := num_idem h.dd h.d_star
  -- the two number operators commute
  have hc : num u * num d = num d * num u := by
    have hs : star d * star u + star u * star d = 0 := by
      have := congrArg star h.ud
      simpa only [star_add, star_mul, star_zero] using this
    unfold num
    linear_combination (norm := noncomm_ring) star u * h.ud_star * d
      - star u * star d * h.ud + hs * d * u - star d * h.du_star * u
  have hz : Sz u d * Sz u d = (1 / 4 : ℚ) • ((num u - num d) * (num u - num d)) := by
    simp only [Sz, smul_mul_assoc, mul_smul_comm]
    module
  -- the longitudinal and the transverse part contain the same operator
  have hl : (num u - num d) * (num u - num d)
      = num u + num d - num u * num d - num u * num d := by
    linear_combination (norm := noncomm_ring) hu + hd + hc
  have ht : num u * (1 - num d) + num d * (1 - num u)
      = num u + num d - num u * num d - num u * num d := by
    linear_combination (norm := noncomm_ring) hc
  rw [Ssq, hz, (spin_flips h).1, (spin_flips h).2, hl, ht]
  module

/-- For canonical fermions on one site, the Hubbard double occupancy is half the number of
electrons minus two thirds of the total spin squared. -/
theorem hubbard_eq_spin [Algebra ℚ A] {u d : A} (h : IsSite u d) :
    num u * num d = (1 / 2 : ℚ) • (num u + num d) - (2 / 3 : ℚ) • Ssq u d := by
  rw [spin_sq h]
  module

section Rotation

variable {K : Type*} [CommRing K] [StarRing K] [Algebra K A] [StarModule K A]

/-- The up annihilator after mixing the spin components with coefficients `a` and `b`. -/
def rotUp (a b : K) (u d : A) : A := a • u + b • d

/-- The down annihilator after the same mixing of the spin components. -/
def rotDown (a b : K) (u d : A) : A := star a • d - star b • u

/-- A spin rotation with normalised coefficients turns canonical fermions into canonical
fermions. -/
theorem rotated_isSite {u d : A} (h : IsSite u d) {a b : K}
    (hab : star a * a + star b * b = 1) : IsSite (rotUp a b u d) (rotDown a b u d) := by
  constructor <;>
    simp only [rotUp, rotDown, star_add, star_sub, star_smul, star_star, add_mul, mul_add,
      sub_mul, mul_sub, smul_mul_assoc, mul_smul_comm]
  · linear_combination (norm := module) (a * a) • h.uu + (a * b) • h.ud + (b * b) • h.dd
  · linear_combination (norm := module) (star a * star a) • h.dd
      - (star a * star b) • h.ud + (star b * star b) • h.uu
  · linear_combination (norm := module) (a * star a - b * star b) • h.ud
      - (2 * a * star b) • h.uu + (2 * b * star a) • h.dd
  · linear_combination (norm := module) (a * star a) • h.u_star + (a * star b) • h.ud_star
      + (b * star a) • h.du_star + (b * star b) • h.d_star + hab • (1 : A)
  · linear_combination (norm := module) (a * star a) • h.d_star - (star a * b) • h.du_star
      - (star b * a) • h.ud_star + (b * star b) • h.u_star + hab • (1 : A)
  · linear_combination (norm := module) (a * a) • h.ud_star - (a * b) • h.u_star
      + (a * b) • h.d_star - (b * b) • h.du_star

/-- For canonical fermions, the double occupancy and the total spin squared are unchanged by every
spin rotation with normalised coefficients. -/
theorem rotation_invariance [Algebra ℚ A] {u d : A} (h : IsSite u d) {a b : K}
    (hab : star a * a + star b * b = 1) :
    num (rotUp a b u d) * num (rotDown a b u d) = num u * num d ∧
      Ssq (rotUp a b u d) (rotDown a b u d) = Ssq u d := by
  have h' := rotated_isSite h hab
  -- the pair annihilator is multiplied by the determinant of the rotation, which is one
  have hp : rotDown a b u d * rotUp a b u d = d * u := by
    simp only [rotUp, rotDown, mul_add, sub_mul, smul_mul_assoc, mul_smul_comm]
    linear_combination (norm := module) (star a * b) • h.dd - (star b * a) • h.uu
      - (star b * b) • h.ud + hab • (d * u)
  have hD : num (rotUp a b u d) * num (rotDown a b u d) = num u * num d := by
    rw [double_eq_pair h', double_eq_pair h, hp]
  -- the total number of electrons is unchanged as well
  have hN : num (rotUp a b u d) + num (rotDown a b u d) = num u + num d := by
    simp only [num, rotUp, rotDown, star_add, star_sub, star_smul, star_star, add_mul, mul_add,
      sub_mul, mul_sub, smul_mul_assoc, mul_smul_comm]
    linear_combination (norm := module) hab • (star u * u + star d * d)
  exact ⟨hD, by rw [spin_sq h', spin_sq h, hN, hD]⟩

end Rotation

/-- Explicit four-by-four complex matrices that satisfy the canonical relations of one site. -/
theorem isSite_witness :
    IsSite (!![0, 1, 0, 0; 0, 0, 0, 0; 0, 0, 0, 1; 0, 0, 0, 0] : Matrix (Fin 4) (Fin 4) ℂ)
      !![0, 0, 1, 0; 0, 0, 0, -1; 0, 0, 0, 0; 0, 0, 0, 0] := by
  -- expand products and adjoints into entries first, then check every pair of indices
  constructor <;> ext i j <;>
    simp only [Matrix.add_apply, Matrix.mul_apply, Fin.sum_univ_four,
      Matrix.star_eq_conjTranspose, Matrix.conjTranspose_apply] <;>
    fin_cases i <;> fin_cases j <;> simp

end HubbardSpinIdentity
```

```lean
#print axioms HubbardSpinIdentity.hubbard_eq_spin
#print axioms HubbardSpinIdentity.rotation_invariance
```

```
'HubbardSpinIdentity.hubbard_eq_spin' depends on axioms: [propext, Classical.choice, Quot.sound]
'HubbardSpinIdentity.rotation_invariance' depends on axioms: [propext, Classical.choice, Quot.sound]
```

## From anticommutators to Lean's linear combinations

Most proofs use `linear_combination`. One supplies the relations to be used, each multiplied by suitable factors, and Lean checks that together they account for the difference between the two sides of the goal. With `noncomm_ring` the check respects the order of operators. A term such as `star u * h.ud_star * d` is the relation $ud^\dagger+d^\dagger u=0$ with $u^\dagger$ on its left and $d$ on its right, which is the first exchange in the calculation of $n_\uparrow n_\downarrow$.

- `IsSite.du_star` takes the adjoint of the relation between $u$ and $d^\dagger$.
- `num_idem` is the idempotence calculation. It uses the anticommutator of $c$ with $c^\dagger$, and then $c^2=0$.
- `double_eq_pair` writes the double occupancy as $(du)^\dagger(du)$ by the two exchanges above.
- `spin_flips` proves both formulas for the products of raising and lowering operators.

The theorem `spin_sq` is the formula $S^2=\tfrac34(n_\uparrow+n_\downarrow-2n_\uparrow n_\downarrow)$, in which the three quarters multiply the whole difference. In its proof, the facts `hu` and `hd` are the two idempotence statements, and `hc` is the commutation of the number operators. The step `hz` takes the factor $\tfrac14$ out of $S_z^2$. Then `hl` and `ht` show that the longitudinal and transverse parts reduce to the same operator, $n_\uparrow+n_\downarrow-2n_\uparrow n_\downarrow$. The closing `module` adds the coefficients $\tfrac14$ and $\tfrac12$. The proof of `hubbard_eq_spin` substitutes this result and lets `module` do the remaining arithmetic with fractions.

`rotated_isSite` checks the six relations for the mixed modes. After `simp only` has expanded the products, each case is a combination of the original relations with coefficients from `K`. The normalisation `hab` enters only in the two relations whose right side is $1$.

In `rotation_invariance`, `hp` is the equation $\tilde d\tilde u=du$. Applying `double_eq_pair` to both the old and the new modes turns it into `hD`, the invariance of the double occupancy. The step `hN` gives the invariance of the total number. Rewriting both values of $S^2$ with `spin_sq` then leaves only these two unchanged quantities. The invariance of $S^2$ is thus derived from that of the pair and of the total number, and is not assumed in order to prove the invariance of the Hubbard term.

Finally, `isSite_witness` supplies a concrete site: $4\times4$ complex matrices in the basis empty, up, down, doubly occupied. The minus sign in the matrix of $d$ is the fermionic sign that belongs to the convention $|{\uparrow\downarrow}\rangle=u^\dagger d^\dagger|0\rangle$, where $|0\rangle$ is the empty site. The proof compares every matrix entry of the six relations.
